# Twice continuously differentiable radial solutions have no cusp where the potential is finite

Q: Near a point nucleus of charge $Z$, an s orbital has a kink: in atomic units, its slope at the nucleus is $-Z$ times its value, which is Kato's cusp condition. If the charge is smeared into a Gaussian, the potential at the centre becomes finite. What does the orbital do there?

A: It becomes flat, and its curvature there follows from the central value of the potential, the energy and the orbital's own value. Take one electron in a central potential $V$, in atomic units, with energy $E$ and partial wave $r^l g(r)Y_{lm}$. Suppose that $g$ is twice continuously differentiable on $[0,\infty)$, that $V(r)\to V_0$ as $r\downarrow0$, and that for $r>0$

$$-\tfrac12\Big(g''+\frac{2(l+1)}{r}g'\Big)+Vg=Eg .$$

Then

$$g'(0)=0,\qquad g''(0)=\frac{2(V_0-E)}{2l+3}\,g(0).$$

For $l=0$ the factor is $2/3$.

Q: Show me by hand.

A: Multiply the equation by $r$ and rearrange:

$$(l+1)g'(r)=r\big[(V(r)-E)g(r)-\tfrac12g''(r)\big].$$

The bracket has a finite limit, so the right side tends to $0$ and $g'(0)=0$. Hence $g'(r)/r=(g'(r)-g'(0))/(r-0)\to g''(0)$. Now let $r\downarrow0$ in

$$\tfrac12g''(r)+(l+1)\frac{g'(r)}{r}=(V(r)-E)g(r).$$

This gives $\tfrac{2l+3}{2}g''(0)=(V_0-E)g(0)$, which is the curvature formula.

For a point charge, $rV\to-Z$, and the first display would instead give $(l+1)g'(0)=-Zg(0)$. For zero slope it is enough that $rV\to0$.

Q: How does Lean know that `g'` is the derivative of `g`? A prime is only part of a name.

A: Indeed, `g`, `g'` and `g''` are three separate real functions. The structure `RadialC2` ties them together: each is the derivative of the one before, relative to `Ici 0`, which is $[0,\infty)$. At the origin the derivative is therefore one-sided, and nothing is required at negative $r$.

```lean
import Mathlib

open Set Filter Topology

namespace FiniteNucleusCusp

noncomputable section

/-- The radial function `g` is twice continuously differentiable on `[0,∞)`, with first
derivative `g'` and second derivative `g''` (one-sided at the origin). -/
structure RadialC2 (g g' g'' : ℝ → ℝ) : Prop where
  deriv1 : ∀ r, 0 ≤ r → HasDerivWithinAt g (g' r) (Ici 0) r
  deriv2 : ∀ r, 0 ≤ r → HasDerivWithinAt g' (g'' r) (Ici 0) r
  cont : ContinuousOn g'' (Ici 0)
```

The operator is written out explicitly, with `l` a natural number.

```lean
/-- The radial Hamiltonian, in atomic units and for `r > 0`, acting on the amplitude `g` of a
partial wave `r^l g(r) Y_lm`: `-(g'' + 2(l+1)g'/r)/2 + V g`. -/
def radialHamiltonian (l : ℕ) (V g g' g'' : ℝ → ℝ) (r : ℝ) : ℝ :=
  -(g'' r + 2 * (l + 1) / r * g' r) / 2 + V r * g r
```

Q: And the nucleus?

A: The error function is defined by its integral, and the potential is $-Z\,\mathrm{erf}(r/a)/r$. Here $a$ is the width of a charge density proportional to $e^{-r^2/a^2}$, not the Bohr radius. The link between density and potential is textbook electrostatics and enters through the definition.

```lean
/-- The error function, `2/√π` times the integral of `exp(-t²)` from `0` to `x`. -/
def erf (x : ℝ) : ℝ := 2 / √Real.pi * ∫ t in (0 : ℝ)..x, Real.exp (-t ^ 2)

/-- The potential `-Z erf(r/a)/r` of a nucleus with Gaussian charge distribution,
for `r ≠ 0` and `a > 0`. -/
def gaussianNucleus (Z a r : ℝ) : ℝ := -Z * erf (r / a) / r
```

Q: I know the radial equation with a centrifugal term. Where has it gone?

A: Into the factor $r^l$. With $P=r^{l+1}g$,

$$P'=(l+1)r^lg+r^{l+1}g',$$
$$P''=l(l+1)r^{l-1}g+2(l+1)r^lg'+r^{l+1}g''.$$

The first term of $-P''/2$ cancels $l(l+1)P/(2r^2)$, and what remains is $r^{l+1}$ times the operator above. The theorem supplies both derivatives and this identity for every $r>0$. Its proof applies the product rule twice; `hl` rewrites $l\,r^{l-1}$ as $l\,r^l/r$, which also handles $l=0$.

```lean
/-- For `r > 0` the function `P = r^(l+1) g` turns the usual radial operator
`-P''/2 + l(l+1)P/(2r²) + V P` into `r^(l+1)` times the radial Hamiltonian acting on `g`. -/
theorem centrifugal_reduction {g g' g'' : ℝ → ℝ} (h : RadialC2 g g' g'') (l : ℕ)
    (V : ℝ → ℝ) {r : ℝ} (hr : 0 < r) :
    ∃ P' : ℝ → ℝ, ∃ P'' : ℝ,
      (∀ x, 0 < x → HasDerivAt (fun y => y ^ (l + 1) * g y) (P' x) x) ∧
      HasDerivAt P' P'' r ∧
      -P'' / 2 + (l * (l + 1) / (2 * r ^ 2) + V r) * (r ^ (l + 1) * g r)
        = r ^ (l + 1) * radialHamiltonian l V g g' g'' r := by
  have d1 : ∀ x, 0 < x → HasDerivAt g (g' x) x := fun x hx =>
    (h.deriv1 x hx.le).hasDerivAt (Ici_mem_nhds hx)
  have d2 : HasDerivAt g' (g'' r) r := (h.deriv2 r hr.le).hasDerivAt (Ici_mem_nhds hr)
  have hl : (l : ℝ) * r ^ (l - 1) = l * r ^ l / r := by
    rw [eq_div_iff hr.ne']
    cases l with
    | zero => simp
    | succ m => rw [Nat.add_sub_cancel, pow_succ]; ring
  refine ⟨fun x => ((l : ℝ) + 1) * x ^ l * g x + x ^ (l + 1) * g' x, _, fun x hx => ?_,
    (((hasDerivAt_pow l r).const_mul ((l : ℝ) + 1)).fun_mul (d1 r hr)).fun_add
      ((hasDerivAt_pow (l + 1) r).fun_mul d2), ?_⟩
  · refine ((hasDerivAt_pow (l + 1) x).fun_mul (d1 x hx)).congr_deriv ?_
    rw [Nat.add_sub_cancel]
    push_cast
    ring
  · rw [hl, Nat.add_sub_cancel, radialHamiltonian]
    push_cast
    field_simp
    ring
```

Q: Which limits does the main argument need?

A: Besides the assumed limit of $V$, it needs those of $g$, $g'$ and $g''$ at the origin, and that of $g'(r)/r$. The limits of $g$, $g'$ and $g''$ follow from differentiability and the assumed continuity of $g''$. Once $g'(0)=0$ is known, the last is the definition of the derivative of $g'$ at $0$, read as the limit of a slope.

```lean
/-- A twice continuously differentiable radial function and its two derivatives tend to their
values at the nucleus as `r` decreases to `0`. -/
theorem RadialC2.limits {g g' g'' : ℝ → ℝ} (h : RadialC2 g g' g'') :
    Tendsto g (𝓝[>] 0) (𝓝 (g 0)) ∧ Tendsto g' (𝓝[>] 0) (𝓝 (g' 0)) ∧
      Tendsto g'' (𝓝[>] 0) (𝓝 (g'' 0)) :=
  ⟨(h.deriv1 0 le_rfl).continuousWithinAt.mono Ioi_subset_Ici_self,
    (h.deriv2 0 le_rfl).continuousWithinAt.mono Ioi_subset_Ici_self,
    (h.cont 0 self_mem_Ici).mono Ioi_subset_Ici_self⟩

/-- If `g` is twice continuously differentiable on `[0,∞)` and `g'(0) = 0`, then `g'(r)/r` tends to
`g''(0)` as `r` decreases to `0`. -/
theorem RadialC2.tendsto_div {g g' g'' : ℝ → ℝ} (h : RadialC2 g g' g'') (h0 : g' 0 = 0) :
    Tendsto (fun r => g' r / r) (𝓝[>] 0) (𝓝 (g'' 0)) := by
  have hd := (h.deriv2 0 le_rfl).mono Ioi_subset_Ici_self
  rw [hasDerivWithinAt_iff_tendsto_slope' (by simp)] at hd
  refine hd.congr fun r => ?_
  rw [slope_def_field, h0, sub_zero, sub_zero]
```

Q: The differential equation is assumed only for $r>0$. How can Lean draw a conclusion at $r=0$?

A: Through uniqueness of limits along the filter `𝓝[>] 0`, which encodes "$r$ tends to $0$ through positive values". A statement `=ᶠ[𝓝[>] 0]` says that two functions agree for all sufficiently small positive $r$; their values at $0$ are irrelevant. `Tendsto.congr'` carries a limit from one function to the other, and `tendsto_nhds_unique` then equates the two limits. That lemma needs the filter to be nontrivial, which holds because there are positive numbers arbitrarily close to $0$.

The proof below does this twice, once for each of the two rearranged equations. In each case `filter_upwards` supplies a positive $r$, and `linear_combination` checks the rearrangement.

```lean
/-- If the potential has a finite limit `V₀` at the nucleus, a twice continuously differentiable
solution of the radial equation has no cusp, `g'(0) = 0`, and its curvature there is
`g''(0) = 2(V₀ - E)g(0)/(2l+3)`. -/
theorem regular_cusp_condition {g g' g'' V : ℝ → ℝ} {V₀ E : ℝ} (l : ℕ)
    (h : RadialC2 g g' g'') (hV : Tendsto V (𝓝[>] 0) (𝓝 V₀))
    (hE : ∀ r, 0 < r → radialHamiltonian l V g g' g'' r = E * g r) :
    g' 0 = 0 ∧ g'' 0 = 2 * (V₀ - E) * g 0 / (2 * l + 3) := by
  obtain ⟨c0, c1, c2⟩ := h.limits
  have hl : (0 : ℝ) < l + 1 := by positivity
  -- the equation times `r` leaves only the first derivative at the origin
  have h0 : g' 0 = 0 := by
    have hid : Tendsto (fun r : ℝ => r) (𝓝[>] 0) (𝓝 0) :=
      tendsto_nhdsWithin_of_tendsto_nhds tendsto_id
    have hR := hid.mul (((hV.sub_const E).mul c0).sub (c2.div_const 2))
    have heq : (fun r => ((l : ℝ) + 1) * g' r) =ᶠ[𝓝[>] 0]
        fun r => r * ((V r - E) * g r - g'' r / 2) := by
      filter_upwards [self_mem_nhdsWithin] with r hr
      have e := hE r hr
      have hi : r * r⁻¹ = 1 := mul_inv_cancel₀ (mem_Ioi.1 hr).ne'
      rw [radialHamiltonian, div_eq_mul_inv (2 * ((l : ℝ) + 1)) r] at e
      linear_combination (-r) * e - ((l : ℝ) + 1) * g' r * hi
    have u := tendsto_nhds_unique ((c1.const_mul ((l : ℝ) + 1)).congr' heq) hR
    rw [zero_mul] at u
    exact (mul_eq_zero.1 u).resolve_left hl.ne'
  refine ⟨h0, ?_⟩
  -- now every term of the equation itself has a limit
  have heq : (fun r => g'' r / 2 + ((l : ℝ) + 1) * (g' r / r)) =ᶠ[𝓝[>] 0]
      fun r => (V r - E) * g r := by
    filter_upwards [self_mem_nhdsWithin] with r hr
    have e := hE r hr
    rw [radialHamiltonian] at e
    linear_combination -e
  have u := tendsto_nhds_unique
    (((c2.div_const 2).add ((h.tendsto_div h0).const_mul ((l : ℝ) + 1))).congr' heq)
    ((hV.sub_const E).mul c0)
  rw [eq_div_iff (by positivity)]
  linear_combination 2 * u
```

The s-wave version sets `l` to zero and assumes that $V$ is continuous at $0$ from the right, so that $V_0=V(0)$.

```lean
/-- For an s wave, `g` twice continuously differentiable on `[0,∞)` and `V` continuous at the
nucleus, the radial equation gives `g'(0) = 0` and `g''(0) = (2/3)(V(0) - E)g(0)`. -/
theorem s_wave_cusp_condition {g g' g'' V : ℝ → ℝ} {E : ℝ} (h : RadialC2 g g' g'')
    (hV : ContinuousWithinAt V (Ici 0) 0)
    (hE : ∀ r, 0 < r → -(g'' r + 2 * g' r / r) / 2 + V r * g r = E * g r) :
    g' 0 = 0 ∧ g'' 0 = 2 / 3 * (V 0 - E) * g 0 := by
  obtain ⟨h0, h2⟩ := regular_cusp_condition (E := E) 0 h (hV.mono Ioi_subset_Ici_self)
    (fun r hr => by
      rw [← hE r hr, radialHamiltonian]
      push_cast
      ring)
  refine ⟨h0, ?_⟩
  rw [h2]
  push_cast
  ring
```

Q: Does a flat amplitude tell me anything about the potential?

A: Yes, if $g(0)\neq0$. Near the origin one can then divide by $g$:

$$V(r)=E+\frac{g''(r)/2+(l+1)g'(r)/r}{g(r)}\;\longrightarrow\;E+\frac{(2l+3)g''(0)}{2g(0)}.$$

So a twice continuously differentiable solution with zero slope and nonzero value forces the potential to have a finite limit. The proof uses the same quotient, on the small positive $r$ where $g$ does not vanish.

```lean
/-- Conversely, if a twice continuously differentiable solution has `g'(0) = 0` and
`g(0) ≠ 0`, the potential tends to `E + (2l+3)g''(0)/(2g(0))` at the nucleus. -/
theorem potential_finite_of_no_cusp {g g' g'' V : ℝ → ℝ} {E : ℝ} (l : ℕ)
    (h : RadialC2 g g' g'') (h0 : g' 0 = 0) (hg : g 0 ≠ 0)
    (hE : ∀ r, 0 < r → radialHamiltonian l V g g' g'' r = E * g r) :
    Tendsto V (𝓝[>] 0) (𝓝 (E + (2 * l + 3) * g'' 0 / (2 * g 0))) := by
  obtain ⟨c0, -, c2⟩ := h.limits
  have hN := (((c2.div_const 2).add
    ((h.tendsto_div h0).const_mul ((l : ℝ) + 1))).div c0 hg).const_add E
  have hlim : E + (g'' 0 / 2 + ((l : ℝ) + 1) * g'' 0) / g 0
      = E + (2 * l + 3) * g'' 0 / (2 * g 0) := by
    field_simp
    ring
  rw [hlim] at hN
  refine hN.congr' ?_
  -- solve the radial equation for the potential where `g` does not vanish
  filter_upwards [self_mem_nhdsWithin, c0.eventually_ne hg] with r hr hgr
  have e := hE r hr
  rw [radialHamiltonian] at e
  have hn : g'' r / 2 + ((l : ℝ) + 1) * (g' r / r) = (V r - E) * g r := by
    linear_combination -e
  simp only [Pi.div_apply, hn, mul_div_cancel_right₀ _ hgr]
  ring
```

Q: Now for the Gaussian nucleus. The formula for its potential is $0/0$ at the origin.

A: Lean evaluates that quotient as $0$, which is the wrong central depth for $Z\neq0$. The general theorem therefore uses the limit $V_0$ and never the value `V 0`. To find the limit, differentiate the integral:

$$\mathrm{erf}'(x)=\frac{2}{\sqrt\pi}e^{-x^2}.$$

```lean
/-- The error function has derivative `(2/√π) exp(-x²)`. -/
theorem hasDerivAt_erf (x : ℝ) :
    HasDerivAt erf (2 / √Real.pi * Real.exp (-x ^ 2)) x := by
  have hc : Continuous fun t : ℝ => Real.exp (-t ^ 2) := by fun_prop
  exact (intervalIntegral.integral_hasDerivAt_right (hc.intervalIntegrable _ _)
    (hc.stronglyMeasurableAtFilter _ _) hc.continuousAt).const_mul _
```

Since $\mathrm{erf}(0)=0$, the potential is the difference quotient at $0$ of $r\mapsto-Z\,\mathrm{erf}(r/a)$. By the chain rule it tends to

$$-Z\cdot\frac{2}{\sqrt\pi}\cdot\frac1a=-\frac{2Z}{a\sqrt\pi}.$$

The next theorem provides a continuous function `W` that equals the potential at every $r\neq0$ and satisfies $a\sqrt\pi\,W(0)=-2Z$. Because $a>0$, this is the stated central value. The proof uses `Function.update` to put that value in at $0$, then checks continuity there by the difference quotient and elsewhere as a quotient of continuous functions.

```lean
/-- For `a > 0` the Gaussian-nucleus potential extends to a continuous function `W` on the whole
line, with `W(0) = -2Z/(a√π)`, written here as `a√π W(0) = -2Z`. -/
theorem gaussianNucleus_extends (Z : ℝ) {a : ℝ} (ha : 0 < a) :
    ∃ W : ℝ → ℝ, Continuous W ∧ (∀ r, r ≠ 0 → W r = gaussianNucleus Z a r) ∧
      a * √Real.pi * W 0 = -(2 * Z) := by
  have hp : a * √Real.pi ≠ 0 := (mul_pos ha (Real.sqrt_pos.2 Real.pi_pos)).ne'
  refine ⟨Function.update (gaussianNucleus Z a) 0 (-(2 * Z) / (a * √Real.pi)), ?_,
    fun r hr => Function.update_of_ne hr _ _, ?_⟩
  · refine continuous_iff_continuousAt.2 fun r => ?_
    by_cases hr : r = 0
    · subst hr
      -- at the origin the potential is a difference quotient of `-Z erf(r/a)`
      have h1 : HasDerivAt (fun r : ℝ => r / a) (1 / a) 0 := (hasDerivAt_id' 0).div_const a
      have h2 : HasDerivAt (fun r : ℝ => -Z * erf (r / a))
          (-Z * (2 / √Real.pi * Real.exp (-(0 / a) ^ 2) * (1 / a))) 0 :=
        ((hasDerivAt_erf (0 / a)).comp (0 : ℝ) h1).const_mul (-Z)
      have he : Real.exp (-(0 / a) ^ 2) = 1 := by simp
      have hv : -Z * (2 / √Real.pi * 1 * (1 / a)) = -(2 * Z) / (a * √Real.pi) := by
        simp only [div_eq_mul_inv, mul_inv]
        ring
      rw [he, hv] at h2
      have hz : erf 0 = 0 := by simp [erf]
      refine continuousAt_update_same.2 ((hasDerivAt_iff_tendsto_slope.1 h2).congr fun r => ?_)
      simp [slope_def_field, gaussianNucleus, hz]
    · have herf : Continuous erf :=
        continuous_iff_continuousAt.2 fun x => (hasDerivAt_erf x).continuousAt
      have hc : Continuous fun r : ℝ => -Z * erf (r / a) :=
        continuous_const.mul (herf.comp (continuous_id.div_const a))
      exact (continuousAt_update_of_ne hr).2 (hc.continuousAt.div continuousAt_id hr)
  · rw [Function.update_self]
    exact mul_div_cancel₀ _ hp
```

Q: So what is the curvature at such a nucleus?

A: Insert $V_0=-2Z/(a\sqrt\pi)$ and clear the denominators:

$$(2l+3)\,a\sqrt\pi\;g''(0)=-2\big(2Z+a\sqrt\pi\,E\big)g(0).$$

The proof passes the limit of `W` to the general theorem and does this algebra.

```lean
/-- At a Gaussian nucleus with `a > 0`, a twice continuously differentiable solution has
`g'(0) = 0` and `(2l+3) a√π g''(0) = -2(2Z + a√π E)g(0)`. -/
theorem gaussianNucleus_cusp_condition {g g' g'' : ℝ → ℝ} {Z a E : ℝ} (l : ℕ) (ha : 0 < a)
    (h : RadialC2 g g' g'')
    (hE : ∀ r, 0 < r → radialHamiltonian l (gaussianNucleus Z a) g g' g'' r = E * g r) :
    g' 0 = 0 ∧ (2 * l + 3) * (a * √Real.pi) * g'' 0
      = -2 * (2 * Z + a * √Real.pi * E) * g 0 := by
  obtain ⟨W, hW, hWr, hW0⟩ := gaussianNucleus_extends Z ha
  have hV : Tendsto (gaussianNucleus Z a) (𝓝[>] 0) (𝓝 (W 0)) := by
    refine (tendsto_nhdsWithin_of_tendsto_nhds hW.continuousAt).congr' ?_
    filter_upwards [self_mem_nhdsWithin] with r hr
    exact hWr r (mem_Ioi.1 hr).ne'
  obtain ⟨h0, h2⟩ := regular_cusp_condition l h hV hE
  rw [eq_div_iff (by positivity)] at h2
  exact ⟨h0, by linear_combination a * √Real.pi * h2 + 2 * g 0 * hW0⟩
```

Q: Could the hypotheses be so strict that only $g=0$ meets them?

A: No. For $V=r^2/2$ and $E=l+\tfrac32$, the function $g=e^{-r^2/2}$ satisfies them for every $l$. It has $g'=-rg$ and $g''=(r^2-1)g$, so the left side of the radial equation is

$$-\tfrac12\big(r^2-1-2(l+1)\big)g+\tfrac12r^2g=\big(l+\tfrac32\big)g.$$

This $g$ is unnormalised, with $g(0)=1$. Radial normalisation gives $g(0)=\sqrt{2/\Gamma(l+\tfrac32)}$, and $g''(0)=-g(0)$ in either case. The Lean proof differentiates the exponential and cancels the factor $r$.

```lean
/-- For every `l` the function `exp(-r²/2)` is twice continuously differentiable and solves the
radial equation of the harmonic well `r²/2` with energy `l + 3/2`. -/
theorem regular_cusp_condition_witness (l : ℕ) :
    RadialC2 (fun r => Real.exp (-r ^ 2 / 2)) (fun r => -r * Real.exp (-r ^ 2 / 2))
      (fun r => (r ^ 2 - 1) * Real.exp (-r ^ 2 / 2)) ∧
    ∀ r : ℝ, 0 < r → radialHamiltonian l (fun r => r ^ 2 / 2)
      (fun r => Real.exp (-r ^ 2 / 2)) (fun r => -r * Real.exp (-r ^ 2 / 2))
      (fun r => (r ^ 2 - 1) * Real.exp (-r ^ 2 / 2)) r
        = (l + 3 / 2) * Real.exp (-r ^ 2 / 2) := by
  have e : ∀ r : ℝ, HasDerivAt (fun x : ℝ => Real.exp (-x ^ 2 / 2))
      (-r * Real.exp (-r ^ 2 / 2)) r := fun r => by
    have h : HasDerivAt (fun x : ℝ => -x ^ 2 / 2) (-r) r :=
      ((hasDerivAt_pow 2 r).fun_neg.div_const 2).congr_deriv (by norm_num [neg_div])
    exact h.exp.congr_deriv (by ring)
  refine ⟨⟨fun r _ => (e r).hasDerivWithinAt, fun r _ => ?_, by fun_prop⟩, fun r hr => ?_⟩
  · exact (((hasDerivAt_id' r).fun_neg.fun_mul (e r)).congr_deriv (by ring)).hasDerivWithinAt
  · have hr' : r ≠ 0 := hr.ne'
    have hc : 2 * ((l : ℝ) + 1) / r * (-r * Real.exp (-r ^ 2 / 2))
        = -(2 * ((l : ℝ) + 1)) * Real.exp (-r ^ 2 / 2) := by
      rw [← mul_assoc, mul_neg, div_mul_cancel₀ _ hr']
    simp only [radialHamiltonian]
    rw [hc]
    ring

end

end FiniteNucleusCusp
```

```lean
#print axioms FiniteNucleusCusp.centrifugal_reduction
#print axioms FiniteNucleusCusp.s_wave_cusp_condition
#print axioms FiniteNucleusCusp.potential_finite_of_no_cusp
#print axioms FiniteNucleusCusp.gaussianNucleus_cusp_condition
```

```
'FiniteNucleusCusp.centrifugal_reduction' depends on axioms: [propext, Classical.choice, Quot.sound]
'FiniteNucleusCusp.s_wave_cusp_condition' depends on axioms: [propext, Classical.choice, Quot.sound]
'FiniteNucleusCusp.potential_finite_of_no_cusp' depends on axioms: [propext, Classical.choice, Quot.sound]
'FiniteNucleusCusp.gaussianNucleus_cusp_condition' depends on axioms: [propext, Classical.choice, Quot.sound]
```

Q: What must I still supply before applying this to an atom?

A: The regularity of the state: that the bound state you have in mind really has an amplitude $g$ that is twice continuously differentiable down to $r=0$. The theorems assume this and do not construct bound states of the Gaussian nucleus. They also treat a single non-relativistic electron in a central potential, so electron–electron cusps and the Dirac equation need separate arguments.

Within that one-electron model, an s-type Gaussian basis function centred on the nucleus has zero slope there, as the regular s solution for a Gaussian nucleus does. This does not make the orbital easy to represent with a few Gaussians. If $a$ is much smaller than $1/Z$, a bound s orbital is flat only over a distance of order $a$; for $r$ well above $a$ but well below $1/Z$, its slope is again close to $-Z$ times its value.
